# The Catalan perturbation series of the two-level model and its range of convergence

A: The model has two basis states with unperturbed energies $0$ and $d$, coupled off the diagonal:
$$H(\lambda)=\begin{pmatrix}0&\lambda K\\ \lambda K&d\end{pmatrix}.$$
The zero of energy is the unperturbed level that is followed, $d$ is the gap to the other level and may have either sign, $K$ is the coupling matrix element, and $x=\lambda^2$. An energy series is a formal power series $E$ in $x$ with zero constant term and $E^2-dE-K^2x=0$. The Catalan numbers are fixed by $c_0=1$ and $c_{n+1}=\sum_{i+j=n}c_ic_j$, giving $1,1,2,5,14,\dots$ The prefix `rs` in the names refers to Rayleigh–Schrödinger theory, which also supplies corrections to the state vector and admits a general perturbation; here only the energy of this $2\times2$ matrix is treated.

```lean
import Mathlib

open PowerSeries

namespace TwoLevelPerturbationSeries

noncomputable section

/-- Two-level Hamiltonian with unperturbed energies `0` and `d` and off-diagonal coupling
`lam * K`. -/
def twoLevelH {R : Type*} [CommRing R] (d K lam : R) : Matrix (Fin 2) (Fin 2) R :=
  !![0, lam * K; lam * K, d]

/-- `E` is a formal power series in `x` with zero constant term that solves the secular
equation `E² - d E - K² x = 0`. -/
def IsEnergySeries {F : Type*} [Field F] (d K : F) (E : F⟦X⟧) : Prop :=
  constantCoeff E = 0 ∧ E ^ 2 - C d * E - C (K ^ 2) * X = 0
```

Q: In `IsEnergySeries` I see `C d`, `X` and a field `F`, but no real numbers and no Hamiltonian. What are these objects?

A: `F⟦X⟧` is the ring of formal power series with coefficients in `F`: sequences of coefficients multiplied by the Cauchy rule, with no question of convergence. `X` is the variable $x$, `C d` is the constant series $d$, and `constantCoeff E = 0` says $E(0)=0$. The formal part uses only the four arithmetic operations, so it holds over any field, and `F` equal to `ℝ` is the physical case. The matrix is symmetric, hence Hermitian for real $d$, $K$, $\lambda$; a Hermitian matrix with complex coupling, whose secular equation contains $|K|^2$ in place of $K^2$, is not modelled. The candidate solution has
$$a_n=\frac{(-1)^{n+1}c_nK^{2n+2}}{d^{\,2n+1}}$$
at $x^{n+1}$. This is `rsCoeff d K n`, and `rsSeries d K` is $x\sum_n a_nx^n$, where `PowerSeries.mk` builds a series from its coefficient sequence.

```lean
/-- The perturbation coefficient `(-1)^(n+1) catalan(n) K^(2n+2) / d^(2n+1)`. -/
def rsCoeff {F : Type*} [Field F] (d K : F) (n : ℕ) : F :=
  (-1) ^ (n + 1) * (catalan n : F) * K ^ (2 * n + 2) / d ^ (2 * n + 1)

/-- The formal series with `rsCoeff d K n` at `x^(n+1)` and no constant term. -/
def rsSeries {F : Type*} [Field F] (d K : F) : F⟦X⟧ :=
  X * PowerSeries.mk (rsCoeff d K)
```

Q: Then the quadratic equation is simply postulated. What ties it to $H(\lambda)$?

A: The determinant does:
$$\det(e-H)=e(e-d)-(\lambda K)^2=e^2-de-K^2\lambda^2 .$$
`secular_det` states this over any commutative ring; `Matrix.det_fin_two` expands the determinant and `ring` collects terms. The equation in `IsEnergySeries` is the right-hand side set to zero with $\lambda^2$ replaced by $x$. In the formal theorems that replacement is part of the definition. The matrix itself returns in the last theorem, where the summed series is put back into the determinant.

```lean
/-- The secular determinant of the two-level Hamiltonian is `e² - d e - K² lam²`. -/
theorem secular_det {R : Type*} [CommRing R] (d K lam e : R) :
    (e • (1 : Matrix (Fin 2) (Fin 2) R) - twoLevelH d K lam).det
      = e ^ 2 - d * e - K ^ 2 * lam ^ 2 := by
  rw [Matrix.det_fin_two]
  simp [twoLevelH]
  ring
```

Q: Show me where Catalan numbers come from, by hand.

A: Write $E=\sum_{n\ge0}a_nx^{n+1}$ with unknown $a_n$. Then $E^2=\sum_{n\ge0}x^{n+2}\sum_{i+j=n}a_ia_j$. The order $x^1$ of the equation gives $-da_0-K^2=0$, and the order $x^{n+2}$ gives $\sum_{i+j=n}a_ia_j-da_{n+1}=0$. Solving upward,
$$E=-\frac{K^2}{d}x+\frac{K^4}{d^3}x^2-\frac{2K^6}{d^5}x^3+\frac{5K^8}{d^7}x^4-\cdots$$
and the first term is the familiar second-order shift. Now insert the closed form. For $i+j=n$,
$$a_ia_j=c_ic_j\,\frac{(-1)^{n}K^{2n+4}}{d^{\,2n+2}},\qquad da_{n+1}=c_{n+1}\,\frac{(-1)^{n}K^{2n+4}}{d^{\,2n+2}},$$
so the recursion for $a_n$ reduces to the recursion for $c_n$.

`rsCoeff_recursion` follows this. The set `Finset.HasAntidiagonal.antidiagonal n` consists of the pairs $(i,j)$ with $i+j=n$. The step `h` is the formula for $a_ia_j$, the step `hc` is the Catalan recursion `catalan_succ'` carried into `F`, and the last lines clear the denominators. The hypothesis `hd : d ≠ 0` is used there and in the relation for $a_0$.

```lean
/-- Order-by-order equations for a nonzero gap: `d a₀ = -K²` and
`d aₙ₊₁ = ∑_{i+j=n} aᵢ aⱼ`. -/
theorem rsCoeff_recursion {F : Type*} [Field F] {d : F} (hd : d ≠ 0) (K : F) :
    d * rsCoeff d K 0 = -K ^ 2 ∧
    ∀ n : ℕ, d * rsCoeff d K (n + 1)
      = ∑ p ∈ Finset.HasAntidiagonal.antidiagonal n,
          rsCoeff d K p.1 * rsCoeff d K p.2 := by
  constructor
  · unfold rsCoeff
    rw [catalan_zero, Nat.cast_one, mul_div_assoc', div_eq_iff (pow_ne_zero _ hd)]
    ring
  · intro n
    -- every product carries the same sign and the same powers of `K` and `d`
    have h : ∀ p ∈ Finset.HasAntidiagonal.antidiagonal n, rsCoeff d K p.1 * rsCoeff d K p.2
        = ((catalan p.1 * catalan p.2 : ℕ) : F)
          * ((-1) ^ n * K ^ (2 * n + 4) / d ^ (2 * n + 2)) := by
      intro p hp
      have hn : p.1 + p.2 = n := by simpa using hp
      rw [← hn]
      unfold rsCoeff
      push_cast
      ring
    -- the Catalan recursion sums the remaining factors
    have hc : ∑ p ∈ Finset.HasAntidiagonal.antidiagonal n,
        ((catalan p.1 * catalan p.2 : ℕ) : F)
        = (catalan (n + 1) : F) := by
      rw [catalan_succ', Nat.cast_sum]
    rw [Finset.sum_congr rfl h, ← Finset.sum_mul, hc]
    unfold rsCoeff
    rw [mul_div_assoc', mul_div_assoc',
      div_eq_div_iff (pow_ne_zero _ hd) (pow_ne_zero _ hd)]
    ring
```

Q: A recursion for numbers is not yet an equation between series.

A: Put $E=xA$ with $A=\sum_na_nx^n$. The two relations together say $dA=xA^2-K^2$: the order $x^0$ is $da_0=-K^2$, and the order $x^{n+1}$ is the convolution. That is `key`, proved coefficient by coefficient in the cases `zero` and `succ n`. Then
$$E^2-dE-K^2x=-x\,(dA-xA^2+K^2)=0,$$
which is why the closing `linear_combination` multiplies `key` by $-x$. The constant term vanishes because $E$ carries the factor $x$.

```lean
/-- For a nonzero gap the Catalan series has zero constant term and solves the secular
equation. -/
theorem rsSeries_isEnergySeries {F : Type*} [Field F] {d : F} (hd : d ≠ 0) (K : F) :
    IsEnergySeries d K (rsSeries d K) := by
  -- the equation for `A = E / x`
  have key : (C d : F⟦X⟧) * PowerSeries.mk (rsCoeff d K)
      = X * (PowerSeries.mk (rsCoeff d K) * PowerSeries.mk (rsCoeff d K)) - C (K ^ 2) := by
    refine PowerSeries.ext fun n => ?_
    cases n with
    | zero =>
      rw [coeff_C_mul, coeff_mk, map_sub, coeff_zero_X_mul, coeff_zero_C,
        (rsCoeff_recursion hd K).1, zero_sub]
    | succ n =>
      rw [coeff_C_mul, coeff_mk, map_sub, coeff_succ_X_mul, coeff_C,
        if_neg (by omega : ¬ (n + 1 = 0)), sub_zero, coeff_mul,
        (rsCoeff_recursion hd K).2 n]
      simp only [coeff_mk]
  constructor
  · rw [rsSeries, map_mul, constantCoeff_X, zero_mul]
  · rw [rsSeries]
    linear_combination (-(X : F⟦X⟧)) * key
```

Q: A quadratic equation has two roots. How can the solution be unique?

A: The condition $E(0)=0$ selects one. If $E$ and $E'$ both solve the equation, subtraction gives
$$0=E^2-E'^2-d(E-E')=(E-E')(E+E'-d).$$
Power series over a field have no zero divisors, so one factor vanishes. The second has constant term $0+0-d\neq0$, hence $E=E'$. In `energySeries_unique`, `hp` is the factorisation, `mul_eq_zero` splits the two cases and `h3` reads off the constant term. Without the condition on the constant term uniqueness fails: $d-E$ solves the same equation, since $(d-E)^2-d(d-E)=E^2-dE$, and it describes the level that starts at $d$.

```lean
/-- For a nonzero gap two energy series coincide. -/
theorem energySeries_unique {F : Type*} [Field F] {d K : F} (hd : d ≠ 0) {E E' : F⟦X⟧}
    (h : IsEnergySeries d K E) (h' : IsEnergySeries d K E') : E = E' := by
  obtain ⟨h0, h1⟩ := h
  obtain ⟨h0', h1'⟩ := h'
  have hp : (E - E') * (E + E' - C d) = 0 := by linear_combination h1 - h1'
  rcases mul_eq_zero.mp hp with h2 | h2
  · exact sub_eq_zero.mp h2
  · -- the second factor has constant term `-d`
    have h3 : constantCoeff (E + E' - C d) = 0 := by rw [h2, map_zero]
    rw [map_sub, map_add, h0, h0', constantCoeff_C] at h3
    exact absurd (by simpa using h3) hd
```

Q: Read me the main statement in words, and tell me what it leaves open.

A: For any field, any $d\neq0$ and any $K$, `energySeries_catalan` says two things. Exactly one energy series exists. And an arbitrary series $E$ is an energy series if and only if its constant term is zero and, for every $n$, its coefficient at $x^{n+1}$ is $(-1)^{n+1}c_nK^{2n+2}/d^{\,2n+1}$, the formula being written out in the statement. Existence is `rsSeries_isEnergySeries` and uniqueness is `energySeries_unique`. In the forward direction of the equivalence $E$ is replaced by `rsSeries d K` and its coefficients `hc` are read off; in the backward direction two series with equal coefficients are equal. The statement ranges over series in $x$, so odd powers of $\lambda$ are excluded by the setup, and it says nothing about convergence.

```lean
/-- Main theorem: for a nonzero gap there is exactly one energy series, and a series is an
energy series iff it has zero constant term and coefficient
`(-1)^(n+1) catalan(n) K^(2n+2) / d^(2n+1)` at `x^(n+1)`. -/
theorem energySeries_catalan {F : Type*} [Field F] {d : F} (hd : d ≠ 0) (K : F) :
    (∃! E : F⟦X⟧, IsEnergySeries d K E) ∧
    ∀ E : F⟦X⟧, IsEnergySeries d K E ↔
      (constantCoeff E = 0 ∧ ∀ n, coeff (n + 1) E
        = (-1) ^ (n + 1) * (catalan n : F) * K ^ (2 * n + 2) / d ^ (2 * n + 1)) := by
  have hs := rsSeries_isEnergySeries hd K
  have hc : ∀ n, coeff (n + 1) (rsSeries d K)
      = (-1) ^ (n + 1) * (catalan n : F) * K ^ (2 * n + 2) / d ^ (2 * n + 1) := by
    intro n
    have h : coeff (n + 1) (rsSeries d K) = rsCoeff d K n := by
      rw [rsSeries, coeff_succ_X_mul, coeff_mk]
    exact h
  refine ⟨⟨rsSeries d K, hs, fun E hE => energySeries_unique hd hE hs⟩, fun E => ⟨?_, ?_⟩⟩
  · intro hE
    refine ⟨hE.1, fun n => ?_⟩
    rw [energySeries_unique hd hE hs]
    exact hc n
  · rintro ⟨h0, h⟩
    have hE : E = rsSeries d K := by
      refine PowerSeries.ext fun n => ?_
      cases n with
      | zero =>
        rw [coeff_zero_eq_constantCoeff_apply E, h0, coeff_zero_eq_constantCoeff_apply, hs.1]
      | succ n => rw [h n, hc n]
    rw [hE]
    exact hs
```

Q: Is $d\neq0$ needed, or only convenient? Degenerate levels have perfectly good energies $\pm K\lambda$.

A: They do, and $\pm K\lambda$ is odd in $\lambda$, so it is not a power series in $x=\lambda^2$. For $d=0$ the equation is $E^2=K^2x$. With $E=xA$ it becomes $x(xA^2-K^2)=0$, so $xA^2=K^2$, and the constant term gives $K^2=0$. `no_energySeries_degenerate` therefore states that for $d=0$ and $K\neq0$ no energy series exists. `X_dvd_iff` extracts the factor $x$ from a series without constant term, `hp` is the factored equation and `h3` is the comparison of constant terms.

```lean
/-- For degenerate levels (`d = 0`) and nonzero coupling there is no energy series. -/
theorem no_energySeries_degenerate {F : Type*} [Field F] {K : F} (hK : K ≠ 0) (E : F⟦X⟧) :
    ¬ IsEnergySeries 0 K E := by
  rintro ⟨h0, h⟩
  obtain ⟨A, rfl⟩ := X_dvd_iff.mpr h0
  have hC : (C (0 : F) : F⟦X⟧) = 0 := map_zero _
  have hp : (X : F⟦X⟧) * (X * (A * A) - C (K ^ 2)) = 0 := by
    linear_combination h + (X * A) * hC
  rcases mul_eq_zero.mp hp with h2 | h2
  · exact X_ne_zero h2
  · -- at first order in `x` the equation reads `K² = 0`
    have h3 : constantCoeff ((X : F⟦X⟧) * (A * A) - C (K ^ 2)) = 0 := by rw [h2, map_zero]
    rw [map_sub, map_mul, constantCoeff_X, zero_mul, constantCoeff_C, zero_sub,
      neg_eq_zero] at h3
    exact pow_ne_zero 2 hK h3
```

Q: A formal series may converge nowhere. What happens when $x$ is a number?

A: The growth of $c_n$ decides this, and two bounds suffice. Both use $(n+1)c_n=\binom{2n}{n}$. From above,
$$c_n\le(n+1)c_n=\binom{2n}{n}\le\sum_{m=0}^{2n}\binom{2n}{m}=4^n ,$$
and the `calc` chain in `catalan_le_four_pow` is this line, with `h1` bounding one term by the whole sum.

```lean
/-- Upper bound `catalan(n) ≤ 4ⁿ`. -/
theorem catalan_le_four_pow (n : ℕ) : catalan n ≤ 4 ^ n := by
  have h1 : (2 * n).choose n ≤ ∑ m ∈ Finset.range (2 * n + 1), (2 * n).choose m :=
    Finset.single_le_sum (f := fun m => (2 * n).choose m) (fun _ _ => Nat.zero_le _)
      (Finset.mem_range.mpr (by omega))
  rw [Nat.sum_range_choose, pow_mul] at h1
  have h2 := succ_mul_catalan_eq_centralBinom n
  rw [Nat.centralBinom_eq_two_mul_choose] at h2
  calc catalan n ≤ (n + 1) * catalan n := by nlinarith [Nat.zero_le (n * catalan n)]
    _ = (2 * n).choose n := h2
    _ ≤ (2 ^ 2) ^ n := h1
    _ = 4 ^ n := by norm_num
```

From below, for $n>0$, the sum $4^n$ has $2n+1$ terms, none larger than the central one, and the two end terms add up to $2\le\binom{2n}{n}$. Thus $4^n\le2n\binom{2n}{n}$, which is taken from Mathlib as `Nat.four_pow_le_two_mul_self_mul_centralBinom`. With $n+1\le2n$ this gives $4^n\le2n(n+1)c_n\le4n^2c_n$.

```lean
/-- Lower bound `4ⁿ ≤ 4 n² catalan(n)` for positive `n`. -/
theorem four_pow_le_mul_catalan (n : ℕ) (hn : 0 < n) : 4 ^ n ≤ 4 * n ^ 2 * catalan n := by
  have h1 := Nat.four_pow_le_two_mul_self_mul_centralBinom n hn
  rw [← succ_mul_catalan_eq_centralBinom] at h1
  calc 4 ^ n ≤ 2 * n * ((n + 1) * catalan n) := h1
    _ ≤ 2 * n * ((n + n) * catalan n) :=
        Nat.mul_le_mul_left _ (Nat.mul_le_mul_right _ (by omega))
    _ = 4 * n ^ 2 * catalan n := by ring
```

Now take real $d\neq0$, $K$, $x$, and let $t_n=a_nx^{n+1}$, $w=K^2|x|/d^2$, $B=K^2|x|/|d|$. Then $|t_n|=Bc_nw^n$, which is `hterm`. If $4K^2|x|<d^2$, then $4w<1$ and $|t_n|\le B(4w)^n$, so the series of absolute values is dominated by a convergent geometric series; `hle` is the comparison. If $4K^2|x|>d^2$, then $4w>1$, $B>0$, and the lower bound gives
$$|t_n|\,\frac{n^2}{(4w)^n}\ \ge\ \frac B4\qquad(n>0),$$
which is `hlow`. Summability would force $|t_n|\to0$ (`h1`), and $n^2/(4w)^n\to0$ as well, so the left side would tend to zero (`h3`), contradicting $B>0$.

```lean
/-- For a nonzero real gap the perturbation series converges absolutely when
`4 K² |x| < d²` and is not summable when `4 K² |x| > d²`. -/
theorem convergence_radius {d : ℝ} (hd : d ≠ 0) (K x : ℝ) :
    (4 * K ^ 2 * |x| < d ^ 2 → Summable fun n => |rsCoeff d K n * x ^ (n + 1)|) ∧
    (d ^ 2 < 4 * K ^ 2 * |x| → ¬ Summable fun n => rsCoeff d K n * x ^ (n + 1)) := by
  have hd2 : 0 < d ^ 2 := by positivity
  have hda : 0 < |d| := abs_pos.mpr hd
  obtain ⟨w, hw⟩ : ∃ w : ℝ, w = K ^ 2 * |x| / d ^ 2 := ⟨_, rfl⟩
  obtain ⟨B, hB⟩ : ∃ B : ℝ, B = K ^ 2 * |x| / |d| := ⟨_, rfl⟩
  have hw0 : 0 ≤ w := by rw [hw]; positivity
  have hB0 : 0 ≤ B := by rw [hB]; positivity
  -- size of a term: a prefactor times `catalan(n) wⁿ`
  have hterm : ∀ n, |rsCoeff d K n * x ^ (n + 1)| = B * ((catalan n : ℝ) * w ^ n) := by
    intro n
    rw [hB, hw]
    unfold rsCoeff
    simp only [abs_mul, abs_div, abs_pow, abs_neg, abs_one, one_pow, Nat.abs_cast, one_mul]
    rw [← sq_abs K, ← sq_abs d]
    ring
  constructor
  · intro h
    have hr : 4 * w < 1 := by
      rw [hw, mul_div_assoc', div_lt_one hd2]
      linarith
    -- comparison with a geometric series of ratio `4 w`
    have hle : ∀ n, |rsCoeff d K n * x ^ (n + 1)| ≤ B * (4 * w) ^ n := by
      intro n
      have hc : (catalan n : ℝ) ≤ 4 ^ n := by exact_mod_cast catalan_le_four_pow n
      rw [hterm, mul_pow]
      exact mul_le_mul_of_nonneg_left (mul_le_mul_of_nonneg_right hc (pow_nonneg hw0 n)) hB0
    have hr0 : (0 : ℝ) ≤ 4 * w := by linarith
    exact Summable.of_nonneg_of_le (fun n => abs_nonneg _) hle
      ((summable_geometric_of_lt_one hr0 hr).mul_left B)
  · intro h hs
    have hr : 1 < 4 * w := by
      rw [hw, mul_div_assoc', one_lt_div hd2]
      linarith
    have hr0 : (0 : ℝ) < 4 * w := by linarith
    have hBpos : 0 < B := by
      rw [hB]
      exact div_pos (by linarith) hda
    have h1 : Filter.Tendsto (fun n => |rsCoeff d K n * x ^ (n + 1)|) Filter.atTop
        (nhds 0) := by
      have h' := hs.tendsto_atTop_zero.abs
      rw [abs_zero] at h'
      exact h'
    have h3 := h1.mul (tendsto_pow_const_div_const_pow_of_one_lt 2 hr)
    -- the terms grow at least like `(4 w)ⁿ / n²`
    have hlow : ∀ n : ℕ, 0 < n →
        B / 4 ≤ |rsCoeff d K n * x ^ (n + 1)| * ((n : ℝ) ^ 2 / (4 * w) ^ n) := by
      intro n hn
      have hc : (4 : ℝ) ^ n ≤ 4 * (n : ℝ) ^ 2 * (catalan n : ℝ) := by
        exact_mod_cast four_pow_le_mul_catalan n hn
      rw [hterm, mul_div_assoc',
        div_le_div_iff₀ (by norm_num : (0 : ℝ) < 4) (pow_pos hr0 n), mul_pow]
      calc B * (4 ^ n * w ^ n) = B * w ^ n * 4 ^ n := by ring
        _ ≤ B * w ^ n * (4 * (n : ℝ) ^ 2 * (catalan n : ℝ)) :=
            mul_le_mul_of_nonneg_left hc (mul_nonneg hB0 (pow_nonneg hw0 n))
        _ = B * ((catalan n : ℝ) * w ^ n) * (n : ℝ) ^ 2 * 4 := by ring
    have h4 : B / 4 ≤ 0 * 0 := by
      refine ge_of_tendsto h3 ?_
      filter_upwards [Filter.eventually_gt_atTop 0] with n hn
      exact hlow n hn
    linarith
```

Q: The second half says `¬ Summable`. Is that what I call divergence? And why carry `hd` again?

A: For real sequences `Summable` means convergence independent of the order of terms, which is the same as absolute convergence. As stated, the second half therefore denies absolute convergence, and the behaviour of the ordered partial sums is not part of the statement. The two halves place the threshold at $|x|=d^2/(4K^2)$, that is $2|\lambda K|=|d|$; for $K=0$ the first case applies at every $x$. The boundary $4K^2|x|=d^2$ falls under neither half. The hypothesis `hd` matters because Lean sets division by zero to zero: at $d=0$ every `rsCoeff` would vanish, the zero series is summable, and the second half would be false for nonzero $K$ and $x$.

Q: Convergence to some number is not enough. Does the sum have anything to do with an energy?

A: Let $S=\sum_nt_n$ for $4K^2|x|<d^2$, an inequality that already forces $d\neq0$. Absolute convergence permits the Cauchy product, and the recursion gives $\sum_{i+j=n}t_it_j=x^{n+2}\sum_{i+j=n}a_ia_j=d\,t_{n+1}$. Hence
$$S^2=d\sum_{n\ge0}t_{n+1}=d(S-t_0)=dS+K^2x,$$
since $dt_0=-K^2x$. In `sum_solves_secular` the symbol `∑'` is the infinite sum, `habs` imports absolute convergence from `convergence_radius`, `hconv` is the termwise identity, `hprod` the Cauchy product, `hsplit` separates $t_0$ and `h0` evaluates it. The final `linear_combination` adds these three equations as above. Here $x$ may be any real number in the range, including negative values, which no real $\lambda$ produces.

```lean
/-- For `4 K² |x| < d²` the sum `S` of the perturbation series satisfies
`S² - d S - K² x = 0`. -/
theorem sum_solves_secular {d K x : ℝ} (h : 4 * K ^ 2 * |x| < d ^ 2) :
    (∑' n, rsCoeff d K n * x ^ (n + 1)) ^ 2 - d * (∑' n, rsCoeff d K n * x ^ (n + 1))
      - K ^ 2 * x = 0 := by
  have hd : d ≠ 0 := by
    intro h0
    have h1 : 0 ≤ 4 * K ^ 2 * |x| := by positivity
    have h2 : d ^ 2 = 0 := by rw [h0]; norm_num
    linarith
  obtain ⟨t, ht⟩ : ∃ t : ℕ → ℝ, ∀ n, t n = rsCoeff d K n * x ^ (n + 1) :=
    ⟨fun n => rsCoeff d K n * x ^ (n + 1), fun _ => rfl⟩
  have habs : Summable fun n => ‖t n‖ := by
    simp only [ht, Real.norm_eq_abs]
    exact (convergence_radius hd K x).1 h
  have hs : Summable t := habs.of_norm
  -- the Cauchy product reproduces the recursion of the coefficients
  have hconv : ∀ n : ℕ, ∑ p ∈ Finset.HasAntidiagonal.antidiagonal n, t p.1 * t p.2
      = d * t (n + 1) := by
    intro n
    rw [ht (n + 1), ← mul_assoc, (rsCoeff_recursion hd K).2 n, Finset.sum_mul]
    refine Finset.sum_congr rfl fun p hp => ?_
    have hn : p.1 + p.2 = n := by simpa using hp
    rw [ht p.1, ht p.2, ← hn]
    ring
  have hprod : (∑' n, t n) * (∑' n, t n) = d * ∑' n, t (n + 1) := by
    rw [tsum_mul_tsum_eq_tsum_sum_antidiagonal_of_summable_norm habs habs, ← tsum_mul_left]
    exact tsum_congr hconv
  have hsplit : ∑' n, t n = t 0 + ∑' n, t (n + 1) := hs.tsum_eq_zero_add
  have h0 : d * t 0 = -(K ^ 2 * x) := by
    rw [ht 0, ← mul_assoc, (rsCoeff_recursion hd K).1]
    ring
  have hfun : (∑' n, rsCoeff d K n * x ^ (n + 1)) = ∑' n, t n :=
    tsum_congr fun n => (ht n).symm
  rw [hfun]
  linear_combination hprod - d * hsplit - h0
```

Setting $x=\lambda^2$, so that $|x|=\lambda^2$, and rewriting with `secular_det` gives the link to the matrix: for $4K^2\lambda^2<d^2$ the summed series $S$ satisfies $\det(S-H(\lambda))=0$.

```lean
/-- For `4 K² lam² < d²` the perturbation series summed at `x = lam²` is a zero of the secular
determinant of the two-level Hamiltonian. -/
theorem sum_is_zero_of_secular_det {d K lam : ℝ} (h : 4 * K ^ 2 * lam ^ 2 < d ^ 2) :
    ((∑' n, rsCoeff d K n * (lam ^ 2) ^ (n + 1)) • (1 : Matrix (Fin 2) (Fin 2) ℝ)
      - twoLevelH d K lam).det = 0 := by
  rw [secular_det]
  exact sum_solves_secular (x := lam ^ 2) (by rwa [abs_of_nonneg (sq_nonneg lam)])

end

end TwoLevelPerturbationSeries
```

Q: So $S$ is a zero of the secular determinant. Which one? I would want the level that starts at $0$.

A: The theorem does not say which. It asserts only that the determinant vanishes at $S$; no eigenvector is constructed and the two roots are not told apart. Three further facts follow by hand calculation, and none of them is stated as a theorem in the Lean code. First, $S$ is continuous in $x$ and vanishes at $x=0$, while the roots stay apart inside the range, so $S=\tfrac12\big(d-\operatorname{sgn}(d)\sqrt{d^2+4K^2x}\big)$, the lower level for $d>0$ and the upper one for $d<0$. Second, for $K\neq0$ the square root branches at $x=-d^2/(4K^2)$, that is at imaginary $\lambda=\pm id/(2K)$, whose distance from the origin equals the threshold found above, although for real $\lambda$ the two levels never meet. Third, beyond the threshold the terms grow without bound, so the ordered partial sums diverge too.

Q: What does this tell me about a real correlation calculation?

A: It describes a configuration interaction problem cut down to two configurations, with the diagonal of the Hamiltonian taken as unperturbed and the perturbation purely off-diagonal: at $\lambda=1$ the series converges absolutely to a root of the secular equation when $2|K|<|d|$ and is not summable when $2|K|>|d|$, even though the gap is nonzero. A partitioning of Møller–Plesset type also leaves $\lambda$-dependent terms on the diagonal, which changes the quadratic equation and its coefficients, and neither that case nor more than two states is covered.

```lean
#print axioms TwoLevelPerturbationSeries.energySeries_catalan
-- 'TwoLevelPerturbationSeries.energySeries_catalan' depends on axioms: [propext, Classical.choice, Quot.sound]
#print axioms TwoLevelPerturbationSeries.no_energySeries_degenerate
-- 'TwoLevelPerturbationSeries.no_energySeries_degenerate' depends on axioms: [propext, Classical.choice, Quot.sound]
#print axioms TwoLevelPerturbationSeries.sum_is_zero_of_secular_det
-- 'TwoLevelPerturbationSeries.sum_is_zero_of_secular_det' depends on axioms: [propext, Classical.choice, Quot.sound]
```
